# If an invertible response matrix commutes with a unitary R, the response to a perturbation that is an eigenvector of R is orthogonal to every eigenvector of R with a different eigenvalue

The theorem `unitary_selection_rule` concerns a finite linear response equation A x = b, where the complex matrix A is invertible and commutes with a unitary matrix R. If R b = β b and R c = γ c with β ≠ γ, then the overlap c†x is zero. The vectors need not be normalised, and b and c may be zero; A is not assumed Hermitian. The proof first obtains R x = β x from the preceding theorem, then supposes that the overlap is nonzero, which forces c to be nonzero. Since R preserves inner products, both γ*β and γ*γ must then equal 1, so that β = γ, a contradiction.

In Lean, a first try:

```lean
import Mathlib

open Matrix
open scoped ComplexOrder

namespace UnitarySelectionRule

noncomputable section

variable {n : Type*} [Fintype n] [DecidableEq n]

/-- If an invertible response matrix commutes with `R`, and the perturbation is an
eigenvector of `R`, then the solution of the response equation satisfies the same
eigenvalue relation. -/
theorem response_inherits_symmetry {K : Type*} [Field K] {A R : Matrix n n K}
    {b x : n → K} {β : K} (hA : IsUnit A.det) (hAR : A * R = R * A)
    (hb : R *ᵥ b = β • b) (hx : A *ᵥ x = b) : R *ᵥ x = β • x := by
  have inv : ∀ v, A⁻¹ *ᵥ (A *ᵥ v) = v := fun v => by
    rw [Matrix.mulVec_mulVec, Matrix.nonsing_inv_mul A hA, Matrix.one_mulVec]
  -- both candidates solve the response equation with right-hand side `β b`
  have key : A *ᵥ (R *ᵥ x) = A *ᵥ (β • x) := by
    rw [Matrix.mulVec_mulVec, hAR, ← Matrix.mulVec_mulVec, hx, hb,
      Matrix.mulVec_smul, hx]
  rw [← inv (R *ᵥ x), key, inv]

/-- Let an invertible complex response matrix commute with a unitary `R`, and let `b`
and `c` be eigenvectors of `R` or zero, with different labels `β` and `γ`. Then the
overlap of `c` with the solution of the response equation for `b` vanishes. -/
theorem unitary_selection_rule {A R : Matrix n n ℂ} {b c x : n → ℂ} {β γ : ℂ}
    (hA : IsUnit A.det) (hR : Rᴴ * R = 1) (hAR : A * R = R * A)
    (hb : R *ᵥ b = β • b) (hc : R *ᵥ c = γ • c) (hne : β ≠ γ) (hx : A *ᵥ x = b) :
    star c ⬝ᵥ x = 0 := by
  have hRx := response_inherits_symmetry hA hAR hb hx
  have inv : ∀ u v : n → ℂ, star (R *ᵥ u) ⬝ᵥ (R *ᵥ v) = star u ⬝ᵥ v := fun u v => by
    rw [Matrix.star_mulVec, ← Matrix.dotProduct_mulVec, Matrix.mulVec_mulVec, hR,
      Matrix.one_mulVec]
  by_contra h
  have hcc : star c ⬝ᵥ c ≠ 0 := by
    intro h0
    rw [dotProduct_comm, dotProduct_star_self_eq_zero] at h0
    apply h
    rw [h0, star_zero, zero_dotProduct]
  have h1 := inv c x
  rw [hc, hRx, star_smul, smul_dotProduct, dotProduct_smul, smul_eq_mul,
    smul_eq_mul] at h1
  have h2 := inv c c
  rw [hc, star_smul, smul_dotProduct, dotProduct_smul, smul_eq_mul, smul_eq_mul] at h2
  -- a nonzero overlap would force the two labels to agree
  have e1 : star γ * β = 1 := mul_right_cancel₀ h (by linear_combination h1)
  have e2 : star γ * γ = 1 := mul_right_cancel₀ hcc (by linear_combination h2)
  have hγ : star γ ≠ 0 := by
    intro h0
    rw [h0, zero_mul] at e1
    exact zero_ne_one e1
  exact hne (mul_left_cancel₀ hγ (e1.trans e2.symm))

end

end UnitarySelectionRule
```

Lean reports:

```
Main.lean:40:25: error: Tactic `rewrite` failed: Did not find an occurrence of the pattern
  star ?m.187 ⬝ᵥ ?m.187 = 0
in the target expression
  c ⬝ᵥ star c = 0

n : Type u_1
inst✝¹ : Fintype n
inst✝ : DecidableEq n
A R : Matrix n n ℂ
b c x : n → ℂ
β γ : ℂ
hA : IsUnit A.det
hR : Rᴴ * R = 1
hAR : A * R = R * A
hb : R *ᵥ b = β • b
hc : R *ᵥ c = γ • c
hne : β ≠ γ
hx : A *ᵥ x = b
hRx : R *ᵥ x = β • x
inv : ∀ (u v : n → ℂ), star (R *ᵥ u) ⬝ᵥ R *ᵥ v = star u ⬝ᵥ v
h : ¬star c ⬝ᵥ x = 0
h0 : c ⬝ᵥ star c = 0
⊢ False
```

Cause. The error lies in the step showing that c†c is nonzero. There `h0` begins as `star c ⬝ᵥ c = 0`, and the proof wants to conclude from it that c is zero. The lemma for this, `dotProduct_star_self_eq_zero`, rewrites an equation of the form `star v ⬝ᵥ v = 0`, with the conjugated vector on the left.

The hypothesis already has that form, but the rewrite with `dotProduct_comm` comes first and swaps the two factors. This leaves `c ⬝ᵥ star c = 0`, the target expression shown in the message, in which Lean finds no occurrence of the lemma's pattern.

The diff removes `dotProduct_comm` and changes nothing else. The lemma now meets `h0` in its original order and turns it into `c = 0`, which the following lines use to show that the overlap of c with x vanishes, against the assumption `h`.

After these edits no error is left:

```diff
@@ -38,5 +38,5 @@
   have hcc : star c ⬝ᵥ c ≠ 0 := by
     intro h0
-    rw [dotProduct_comm, dotProduct_star_self_eq_zero] at h0
+    rw [dotProduct_star_self_eq_zero] at h0
     apply h
     rw [h0, star_zero, zero_dotProduct]
```
